# At wavenumber k > 0, the short-range Ewald kernel lies below π/α² by at most πk²/(8α⁴)

Ewald's method splits the Coulomb potential 1/r (Gaussian units, unit charges) into a short-range part erfc(αr)/r and a smooth long-range part erf(αr)/r, where α > 0 is the splitting parameter. With the Fourier transform taken as ∫ f(r) exp(−ik·r) d³r, the short-range part has the kernel (4π/k²)(1 − exp(−k²/(4α²))). The theorem `shortRange_bounds` takes real α > 0 and k > 0 and states that this kernel is positive, is strictly less than π/α², and is at least π/α² − πk²/(8α⁴). With x = k²/(4α²), the attempt gets positivity from exp(−x) < 1. The other two bounds come from x − x²/2 ≤ 1 − exp(−x) < x, multiplied through by 4π/k².

As first written in Lean, the proof fails:

```lean
import Mathlib

open Real Filter Topology

namespace EwaldZeroWavevector

noncomputable section

local notation "E3" => EuclideanSpace ℝ (Fin 3)

/-- The short-range part of the Coulomb kernel at wavenumber `k`, with splitting parameter `α`. -/
def shortRange (α k : ℝ) : ℝ := 4 * π / k ^ 2 * (1 - Real.exp (-(k ^ 2 / (4 * α ^ 2))))

/-- For `x ≥ 0`, the decaying exponential is at most its second-order Taylor polynomial. -/
theorem exp_neg_le_quadratic {x : ℝ} (hx : 0 ≤ x) :
    Real.exp (-x) ≤ 1 - x + x ^ 2 / 2 := by
  have h : 1 + x + x ^ 2 / 2 ≤ Real.exp x := Real.quadratic_le_exp_of_nonneg hx
  have e : Real.exp (-x) * Real.exp x = 1 := by
    rw [← Real.exp_add, neg_add_cancel, Real.exp_zero]
  have hp : 0 < 1 - x + x ^ 2 / 2 := by nlinarith [sq_nonneg (x - 1)]
  -- the two quadratics multiply to `1 + x ^ 4 / 4`
  have h1 : 1 ≤ (1 - x + x ^ 2 / 2) * Real.exp x :=
    calc (1 : ℝ) ≤ (1 - x + x ^ 2 / 2) * (1 + x + x ^ 2 / 2) := by
          nlinarith [sq_nonneg (x ^ 2)]
      _ ≤ _ := mul_le_mul_of_nonneg_left h hp.le
  calc Real.exp (-x) = Real.exp (-x) * 1 := (mul_one _).symm
    _ ≤ Real.exp (-x) * ((1 - x + x ^ 2 / 2) * Real.exp x) :=
        mul_le_mul_of_nonneg_left h1 (Real.exp_pos _).le
    _ = (1 - x + x ^ 2 / 2) * (Real.exp (-x) * Real.exp x) := by ring
    _ = 1 - x + x ^ 2 / 2 := by rw [e, mul_one]

/-- The short-range kernel is positive, lies strictly below `π / α²`, and falls short of that
value by at most `π k² / (8 α⁴)`. -/
theorem shortRange_bounds {α k : ℝ} (hα : 0 < α) (hk : 0 < k) :
    0 < shortRange α k ∧ shortRange α k < π / α ^ 2 ∧
      π / α ^ 2 - π * k ^ 2 / (8 * α ^ 4) ≤ shortRange α k := by
  have hx : 0 < k ^ 2 / (4 * α ^ 2) := by positivity
  have hc : 0 < 4 * π / k ^ 2 := by positivity
  have hlt : Real.exp (-(k ^ 2 / (4 * α ^ 2))) < 1 := Real.exp_lt_one (by linarith)
  have hgt := Real.add_one_lt_exp (neg_ne_zero.mpr hx.ne')
  have hq := exp_neg_le_quadratic hx.le
  unfold shortRange
  refine ⟨mul_pos hc (by linarith), ?_, ?_⟩
  · calc 4 * π / k ^ 2 * (1 - Real.exp (-(k ^ 2 / (4 * α ^ 2))))
        < 4 * π / k ^ 2 * (k ^ 2 / (4 * α ^ 2)) :=
          mul_lt_mul_of_pos_left (by linarith) hc
      _ = π / α ^ 2 := by field_simp
  · calc π / α ^ 2 - π * k ^ 2 / (8 * α ^ 4)
        = 4 * π / k ^ 2 * (k ^ 2 / (4 * α ^ 2) - (k ^ 2 / (4 * α ^ 2)) ^ 2 / 2) := by
          field_simp <;> ring
      _ ≤ _ := mul_le_mul_of_nonneg_left (by linarith) hc.le

end

end EwaldZeroWavevector
```

The compiler's answer:

```
Main.lean:39:54: error(lean.unknownIdentifier): Unknown constant `Real.exp_lt_one`
```

The one error is a missing name. The step `hlt`, which says that exp(−k²/(4α²)) is less than 1, calls `Real.exp_lt_one`, and Lean finds no constant of that name. The inequality itself is true, and nothing is reported against the rest of the proof.

The repair uses `Real.exp_lt_one_iff`, an equivalence between exp x < 1 and x < 0. Its direction `.mpr` turns a proof that the exponent is negative into the inequality wanted. The argument `by linarith` is unchanged, and it now has a definite goal, −(k²/(4α²)) < 0, which it proves from `hx`, the fact that k²/(4α²) is positive.

The other change, from `field_simp <;> ring` to the two tactics on separate lines, is not needed to cure the error. Lean reported nothing there, and in both versions `ring` finishes the goal that `field_simp` leaves.

After these edits no error is left:

```diff
@@ -37,5 +37,5 @@
   have hx : 0 < k ^ 2 / (4 * α ^ 2) := by positivity
   have hc : 0 < 4 * π / k ^ 2 := by positivity
-  have hlt : Real.exp (-(k ^ 2 / (4 * α ^ 2))) < 1 := Real.exp_lt_one (by linarith)
+  have hlt : Real.exp (-(k ^ 2 / (4 * α ^ 2))) < 1 := Real.exp_lt_one_iff.mpr (by linarith)
   have hgt := Real.add_one_lt_exp (neg_ne_zero.mpr hx.ne')
   have hq := exp_neg_le_quadratic hx.le
@@ -48,5 +48,6 @@
   · calc π / α ^ 2 - π * k ^ 2 / (8 * α ^ 4)
         = 4 * π / k ^ 2 * (k ^ 2 / (4 * α ^ 2) - (k ^ 2 / (4 * α ^ 2)) ^ 2 / 2) := by
-          field_simp <;> ring
+          field_simp
+          ring
       _ ≤ _ := mul_le_mul_of_nonneg_left (by linarith) hc.le
 
```
